# A bounded quantum metric keeps neighbour overlaps nonzero on a fine enough mesh

**Q:** To get a Berry phase for one isolated band, I multiply the overlaps $\langle u(k_j),u(k_{j+1})\rangle$ of its cell-periodic states around a closed path in $k$ and take the phase of the product. If one overlap vanishes, there is no phase to take. What spacing excludes that?

**A:** Let $t$ measure position along the path, let $u(t)$ be a differentiable curve of unit vectors with velocity $v=u'$, and suppose its quantum metric satisfies

$$g=\|v\|^2-|\langle u,v\rangle|^2\le L^2,\qquad L\ge 0.$$

Then $|\langle u(a),u(b)\rangle|\ge\cos(L(b-a))$ whenever $0\le L(b-a)\le\pi/2$ and $a\le b$. For $L>0$, spacings below $\pi/(2L)$ are safe.

**Q:** What are the states in the file?

**A:** Vectors in any complex inner product space `E`, including $\mathbb C^n$. The inner product is conjugate-linear in its first slot.

```lean
import Mathlib

open Set Filter Topology ComplexConjugate

namespace QuantumMetricOverlap

noncomputable section

variable {E : Type*} [NormedAddCommGroup E] [InnerProductSpace ℂ E]
```

**Q:** And the metric? It takes two vectors, not a curve.

**A:** They are the state and its velocity. The theorems later tie the second to the first through `HasDerivAt`, so it is the true derivative.

```lean
/-- The quantum metric of a normalized state `u` moving with velocity `v`:
`‖v‖² - |⟨u, v⟩|²`. -/
def quantumMetric (u v : E) : ℝ := ‖v‖ ^ 2 - ‖inner ℂ u v‖ ^ 2
```

**Q:** Why is that combination the right squared speed?

**A:** It ignores motion along $u$ itself. Put $v_\perp=v-\langle u,v\rangle u$. Since $\langle u,u\rangle=1$, expanding the square gives $\|v_\perp\|^2=\|v\|^2-|\langle u,v\rangle|^2=g$.

```lean
/-- A normalized state has unit overlap with itself. -/
lemma inner_self_one {u : E} (hu : ‖u‖ = 1) : inner ℂ u u = (1 : ℂ) := by
  rw [inner_self_eq_norm_sq_to_K, hu]
  simp

/-- For a normalized state, the quantum metric is the squared norm of the part of the
velocity orthogonal to the state. -/
theorem norm_sq_orthogonal_part {u : E} (hu : ‖u‖ = 1) (v : E) :
    ‖v - inner ℂ u v • u‖ ^ 2 = quantumMetric u v := by
  have h := @norm_sub_sq ℂ E _ _ _ v (inner ℂ u v • u)
  have h2 : inner ℂ v (inner ℂ u v • u) = ((‖inner ℂ u v‖ ^ 2 : ℝ) : ℂ) := by
    rw [inner_smul_right, ← inner_conj_symm v u, Complex.mul_conj,
      Complex.normSq_eq_norm_sq]
  have h3 : RCLike.re (inner ℂ v (inner ℂ u v • u)) = ‖inner ℂ u v‖ ^ 2 := by
    rw [h2]
    exact Complex.ofReal_re _
  rw [h, h3, norm_smul, hu]
  unfold quantumMetric
  ring
```

Differentiating $\langle u,u\rangle=1$ gives $\langle v,u\rangle+\langle u,v\rangle=0$, so $\langle u,v\rangle$ is imaginary.

```lean
/-- Along a differentiable curve of normalized states, `⟨u, u'⟩` is purely imaginary. -/
theorem re_connection_eq_zero {u : ℝ → E} {v : E} {t : ℝ} (hu : HasDerivAt u v t)
    (hn : ∀ s, ‖u s‖ = 1) : (inner ℂ (u t) v).re = 0 := by
  have h := hu.inner ℂ hu
  have hc : (fun s => inner ℂ (u s) (u s)) = fun _ => (1 : ℂ) := by
    funext s
    exact inner_self_one (hn s)
  rw [hc] at h
  have h0 := h.unique (hasDerivAt_const t (1 : ℂ))
  rw [← inner_conj_symm v (u t)] at h0
  have h1 := congrArg Complex.re h0
  simp only [Complex.add_re, Complex.conj_re, Complex.zero_re] at h1
  linarith
```

**Q:** How does a bound on speed control an overlap?

**A:** Fix $e=u(a)$ and set $c=\langle e,u\rangle$, $p=|c|^2$. Then $p'=2\,\mathrm{Re}(\bar c\langle e,v\rangle)$. With $e_\perp=e-\langle u,e\rangle u$,

$$\langle e_\perp,v_\perp\rangle=\langle e,v\rangle-\langle u,v\rangle c.$$

Multiplied by $\bar c$, the last term is $\langle u,v\rangle p$, which is imaginary, so $p'=2\,\mathrm{Re}(\bar c\langle e_\perp,v_\perp\rangle)$. As $\|e_\perp\|^2=1-p$, Cauchy–Schwarz (`norm_inner_le_norm`) yields

$$(p')^2\le 4g\,p(1-p).$$

```lean
/-- For normalized `e` and `u` and a velocity `v` with `⟨u, v⟩` imaginary, the rate
`2 Re(⟨e, u⟩* ⟨e, v⟩)` of the probability `p = |⟨e, u⟩|²` has square at most
`4 g p (1 - p)`, where `g` is the quantum metric. -/
theorem overlap_rate_sq_le {e u v : E} (he : ‖e‖ = 1) (hu : ‖u‖ = 1)
    (hre : (inner ℂ u v).re = 0) :
    (2 * (conj (inner ℂ e u) * inner ℂ e v).re) ^ 2 ≤
      4 * quantumMetric u v * (‖inner ℂ e u‖ ^ 2 * (1 - ‖inner ℂ e u‖ ^ 2)) := by
  -- only the components orthogonal to `u` contribute
  have hrw : inner ℂ (e - inner ℂ u e • u) (v - inner ℂ u v • u) =
      inner ℂ e v - inner ℂ u v * inner ℂ e u := by
    simp only [inner_sub_left, inner_sub_right, inner_smul_left, inner_smul_right,
      inner_self_one hu]
    ring
  have hcs := norm_inner_le_norm (𝕜 := ℂ) (e - inner ℂ u e • u) (v - inner ℂ u v • u)
  rw [hrw] at hcs
  have hR : ‖e - inner ℂ u e • u‖ ^ 2 = 1 - ‖inner ℂ e u‖ ^ 2 := by
    rw [norm_sq_orthogonal_part hu, quantumMetric, he, norm_inner_symm u e]
    ring
  have hW := norm_sq_orthogonal_part hu v
  have hx : (conj (inner ℂ e u) * inner ℂ e v).re =
      (conj (inner ℂ e u) * (inner ℂ e v - inner ℂ u v * inner ℂ e u)).re := by
    simp only [Complex.mul_re, Complex.sub_re, Complex.sub_im, Complex.mul_im,
      Complex.conj_re, Complex.conj_im, hre]
    ring
  have habs : |(conj (inner ℂ e u) * inner ℂ e v).re| ≤
      ‖inner ℂ e u‖ * (‖e - inner ℂ u e • u‖ * ‖v - inner ℂ u v • u‖) := by
    rw [hx]
    refine (Complex.abs_re_le_norm _).trans ?_
    rw [norm_mul, RCLike.norm_conj]
    exact mul_le_mul_of_nonneg_left hcs (norm_nonneg _)
  have hsq := pow_le_pow_left₀ (abs_nonneg _) habs 2
  rw [sq_abs, mul_pow, mul_pow, hR, hW] at hsq
  linarith
```

**Q:** Now you integrate?

**A:** Let $q=2p-1$ and $K=2L$. Since $1-q^2=4p(1-p)$, we get $(q')^2\le K^2(1-q^2)$. Integrating $\arccos q$ runs into trouble at the start, where $q=1$ and $\arccos$ is not differentiable. So compare $q$ with

$$C_\varepsilon(t)=\cos\varphi,\qquad \varphi=(K+\varepsilon)(t-a)+\varepsilon,\qquad \varepsilon>0.$$

Initially $q=1>C_\varepsilon$. If they meet while $0<\varphi<\pi$, then $|q'|\le K\sin\varphi<(K+\varepsilon)\sin\varphi=-C_\varepsilon'$. Hence $q'>C_\varepsilon'$, and $q$ cannot cross below.

For $K(b-a)<\pi$, letting $\varepsilon\to0$ gives $q(b)\ge\cos(K(b-a))$. At $K(b-a)=\pi$ the claim is only $q(b)\ge-1$, which the rate bound already implies.

In Lean, `image_le_of_deriv_right_lt_deriv_boundary` does the no-crossing step for $-q$, and `le_of_tendsto` takes the limit.

```lean
/-- If `q` starts at `1` and `(q')² ≤ K² (1 - q²)` on `[a, b]`, with `K ≥ 0` and
`K (b - a) ≤ π`, then `q b ≥ cos (K (b - a))`. -/
theorem cos_le_of_rate {q q' : ℝ → ℝ} {a b K : ℝ} (hK : 0 ≤ K) (hab : a ≤ b)
    (hKab : K * (b - a) ≤ Real.pi) (hq : ∀ t, HasDerivAt q (q' t) t) (ha : q a = 1)
    (hrate : ∀ t ∈ Icc a b, (q' t) ^ 2 ≤ K ^ 2 * (1 - q t ^ 2)) :
    Real.cos (K * (b - a)) ≤ q b := by
  rcases hKab.eq_or_lt with heq | hlt
  · -- at the end of the range the bound is `q b ≥ -1`
    have hK0 : K ≠ 0 := by
      rintro rfl
      rw [zero_mul] at heq
      exact Real.pi_ne_zero heq.symm
    have h1 : 0 ≤ K ^ 2 * (1 - q b ^ 2) := (sq_nonneg _).trans (hrate b ⟨hab, le_rfl⟩)
    have h2 : 0 ≤ 1 - q b ^ 2 := nonneg_of_mul_nonneg_right h1 (by positivity)
    rw [heq, Real.cos_pi]
    nlinarith
  · -- a slightly faster, shifted cosine can never be crossed from above
    have key : ∀ ε : ℝ, 0 < ε → (K + ε) * (b - a) + ε < Real.pi →
        Real.cos ((K + ε) * (b - a) + ε) ≤ q b := by
      intro ε hε hπ
      have hB : ∀ x, HasDerivAt (fun t => -Real.cos ((K + ε) * (t - a) + ε))
          ((K + ε) * Real.sin ((K + ε) * (x - a) + ε)) x := by
        intro x
        have h1 : HasDerivAt (fun t => (K + ε) * (t - a) + ε) (K + ε) x :=
          ((((hasDerivAt_id' x).sub_const a).const_mul (K + ε)).add_const ε).congr_deriv
            (mul_one _)
        exact h1.cos.fun_neg.congr_deriv (by ring)
      have h := image_le_of_deriv_right_lt_deriv_boundary
        (f := fun t => -q t) (f' := fun t => -q' t) (a := a) (b := b)
        (fun x _ => (hq x).fun_neg.continuousAt.continuousWithinAt)
        (fun x _ => (hq x).fun_neg.hasDerivWithinAt)
        (by rw [ha]; exact neg_le_neg (Real.cos_le_one _)) hB
        (by
          intro x hx hxe
          have hqx : q x = Real.cos ((K + ε) * (x - a) + ε) := neg_injective hxe
          have hp : 0 ≤ (K + ε) * (x - a) :=
            mul_nonneg (by linarith) (by linarith [hx.1])
          have hm : (K + ε) * (x - a) ≤ (K + ε) * (b - a) :=
            mul_le_mul_of_nonneg_left (by linarith [hx.2]) (by linarith)
          have hs : 0 < Real.sin ((K + ε) * (x - a) + ε) :=
            Real.sin_pos_of_pos_of_lt_pi (by linarith) (by linarith)
          have hr := hrate x ⟨hx.1, hx.2.le⟩
          rw [hqx, ← Real.sin_sq, ← mul_pow] at hr
          have h2 := sq_le_sq.mp hr
          rw [abs_of_nonneg (mul_nonneg hK hs.le)] at h2
          have h3 := (abs_le.mp h2).1
          have h4 := mul_pos hε hs
          show -q' x < (K + ε) * Real.sin ((K + ε) * (x - a) + ε)
          linarith)
        (right_mem_Icc.mpr hab)
      exact neg_le_neg_iff.mp h
    -- remove the shift
    have hF := (show Continuous (fun ε : ℝ => (K + ε) * (b - a) + ε) by fun_prop).tendsto 0
    have hC := (show Continuous (fun ε : ℝ => Real.cos ((K + ε) * (b - a) + ε)) by
      fun_prop).tendsto 0
    simp only [add_zero] at hF hC
    refine le_of_tendsto (hC.mono_left (nhdsWithin_le_nhds (s := Ioi 0))) ?_
    filter_upwards [(hF.eventually_lt_const hlt).filter_mono nhdsWithin_le_nhds,
      self_mem_nhdsWithin] with ε h1 h2
    exact key ε h2 h1
```

**Q:** And back to the overlap?

**A:** The double-angle formula turns $2p(b)-1\ge\cos(2L(b-a))$ into $p(b)\ge\cos^2(L(b-a))$; take square roots. In the statement, `hn` is normalization, `hg` the metric bound on $[a,b]$, and `hLab` the range. Continuity of $u'$ is not required.

```lean
/-- If a differentiable curve of normalized states has quantum metric at most `L²` on
`[a, b]`, with `L ≥ 0` and `L (b - a) ≤ π/2`, then `|⟨u(a), u(b)⟩| ≥ cos (L (b - a))`. -/
theorem cos_le_norm_overlap {u u' : ℝ → E} {a b L : ℝ}
    (hu : ∀ t, HasDerivAt u (u' t) t) (hn : ∀ t, ‖u t‖ = 1) (hL : 0 ≤ L)
    (hg : ∀ t ∈ Icc a b, quantumMetric (u t) (u' t) ≤ L ^ 2) (hab : a ≤ b)
    (hLab : L * (b - a) ≤ Real.pi / 2) :
    Real.cos (L * (b - a)) ≤ ‖inner ℂ (u a) (u b)‖ := by
  have hq : ∀ t, HasDerivAt (fun s => 2 * ‖inner ℂ (u a) (u s)‖ ^ 2 - 1)
      (2 * (2 * (conj (inner ℂ (u a) (u t)) * inner ℂ (u a) (u' t)).re)) t := by
    intro t
    have hc : HasDerivAt (fun s => inner ℂ (u a) (u s)) (inner ℂ (u a) (u' t)) t :=
      ((hasDerivAt_const t (u a)).inner ℂ (hu t)).congr_deriv (by simp)
    refine ((hc.norm_sq.const_mul 2).sub_const 1).congr_deriv ?_
    simp only [Complex.inner, Complex.mul_re, Complex.conj_re, Complex.conj_im]
    ring
  have h := cos_le_of_rate (K := 2 * L) (by linarith) hab (by linarith) hq
    (by rw [inner_self_one (hn a), norm_one]; norm_num)
    (by
      intro t ht
      have h1 := overlap_rate_sq_le (hn a) (hn t) (re_connection_eq_zero (hu t) hn)
      have h2 : ‖inner ℂ (u a) (u t)‖ ≤ 1 := by
        simpa [hn] using norm_inner_le_norm (𝕜 := ℂ) (u a) (u t)
      have h3 : 0 ≤ ‖inner ℂ (u a) (u t)‖ ^ 2 * (1 - ‖inner ℂ (u a) (u t)‖ ^ 2) :=
        mul_nonneg (sq_nonneg _) (sub_nonneg.mpr (pow_le_one₀ (norm_nonneg _) h2))
      have h4 := mul_le_mul_of_nonneg_right (hg t ht) h3
      rw [mul_pow]
      linarith)
  -- the double-angle formula returns to the overlap itself
  rw [mul_assoc, Real.cos_two_mul] at h
  have h5 := sq_le_sq.mp (show Real.cos (L * (b - a)) ^ 2 ≤
    ‖inner ℂ (u a) (u b)‖ ^ 2 by linarith)
  rw [abs_of_nonneg (norm_nonneg _)] at h5
  exact (le_abs_self _).trans h5
```

**Q:** What if $L=0$?

**A:** Then the overlap has modulus 1: the state changes only by a phase, as it always does in $\mathbb C^1$. Any spacing works.

**Q:** My mesh has many points.

**A:** The next theorem takes ordered points `k j`, asks for $L(k_{j+1}-k_j)<\pi/2$ on each of `N` links, and makes every overlap positive in modulus, so the product is nonzero too. Here the metric bound is assumed for all $t$. A diagonalization returns each state with an arbitrary phase, but that leaves the moduli of the overlaps unchanged, so the conclusion still holds.

```lean
/-- If a differentiable curve of normalized states has quantum metric at most `L²` everywhere, with
`L ≥ 0`, and every spacing `h ≥ 0` of a mesh obeys `L h < π/2`, then all neighbour overlaps and
their product are nonzero. -/
theorem mesh_overlaps_ne_zero {u u' : ℝ → E} {L : ℝ}
    (hu : ∀ t, HasDerivAt u (u' t) t) (hn : ∀ t, ‖u t‖ = 1) (hL : 0 ≤ L)
    (hg : ∀ t, quantumMetric (u t) (u' t) ≤ L ^ 2) (k : ℕ → ℝ) (N : ℕ)
    (hk : ∀ j < N, k j ≤ k (j + 1))
    (hh : ∀ j < N, L * (k (j + 1) - k j) < Real.pi / 2) :
    (∀ j < N, inner ℂ (u (k j)) (u (k (j + 1))) ≠ 0) ∧
      ∏ j ∈ Finset.range N, inner ℂ (u (k j)) (u (k (j + 1))) ≠ 0 := by
  have h : ∀ j < N, inner ℂ (u (k j)) (u (k (j + 1))) ≠ 0 := by
    intro j hj
    have h0 : 0 ≤ L * (k (j + 1) - k j) := mul_nonneg hL (sub_nonneg.mpr (hk j hj))
    have hpos : 0 < Real.cos (L * (k (j + 1) - k j)) :=
      Real.cos_pos_of_mem_Ioo ⟨by linarith [Real.pi_pos], hh j hj⟩
    exact norm_pos_iff.mp (hpos.trans_le
      (cos_le_norm_overlap hu hn hL (fun t _ => hg t) (hk j hj) (hh j hj).le))
  exact ⟨h, Finset.prod_ne_zero_iff.mpr fun j hj => h j (Finset.mem_range.mp hj)⟩
```

**Q:** Where does $L$ come from?

**A:** It is assumed. Physically, it caps how fast the band's state changes with $k$; the file does not derive it from a Hamiltonian, and metric values at the mesh points alone do not supply it. The result concerns a single state, not overlap matrices of several bands, and says nothing about the accuracy of the Berry phase.

**Q:** Could the threshold be more generous?

**A:** Not for a general curve. Take $u(t)=(\cos t,\sin t)$ in $\mathbb C^2$, with $L=1$. On the mesh $0,\pi/3,2\pi/3$ both overlaps are $\cos(\pi/3)=1/2$, and their product is $1/4$. With spacing $\pi/2$, the overlap is $0$.

The file treats any orthonormal pair `e`, `f` and any real `L`: it differentiates $\cos(Lt)e+\sin(Lt)f$, then finds metric $L^2$ and overlap $\cos(L(b-a))$ by expanding inner products. So the strict inequality in the mesh condition cannot be relaxed to $\le$.

```lean
/-- The real superposition `x e + y f` of two states. -/
def superpose (e f : E) (x y : ℝ) : E := (x : ℂ) • e + (y : ℂ) • f

/-- For orthonormal `e` and `f`, the curve `cos(Lt) e + sin(Lt) f` is normalized, has
quantum metric exactly `L²`, and has overlaps exactly `cos (L (b - a))`. -/
theorem great_circle_sharp {e f : E} (he : ‖e‖ = 1) (hf : ‖f‖ = 1)
    (hef : inner ℂ e f = 0) (L : ℝ) :
    ∃ u' : ℝ → E,
      (∀ t, HasDerivAt (fun s => superpose e f (Real.cos (L * s)) (Real.sin (L * s)))
        (u' t) t) ∧
      (∀ t, ‖superpose e f (Real.cos (L * t)) (Real.sin (L * t))‖ = 1) ∧
      (∀ t, quantumMetric (superpose e f (Real.cos (L * t)) (Real.sin (L * t))) (u' t)
        = L ^ 2) ∧
      ∀ a b, inner ℂ (superpose e f (Real.cos (L * a)) (Real.sin (L * a)))
        (superpose e f (Real.cos (L * b)) (Real.sin (L * b))) =
          ((Real.cos (L * (b - a)) : ℝ) : ℂ) := by
  have hfe : inner ℂ f e = 0 := by rw [← inner_conj_symm, hef, map_zero]
  have hin : ∀ x y z w : ℝ, inner ℂ (superpose e f x y) (superpose e f z w) =
      ((x * z + y * w : ℝ) : ℂ) := by
    intro x y z w
    simp only [superpose, inner_add_left, inner_add_right, inner_smul_left,
      inner_smul_right, inner_self_one he, inner_self_one hf, hef, hfe,
      Complex.conj_ofReal]
    push_cast
    ring
  have hns : ∀ x y : ℝ, ‖superpose e f x y‖ ^ 2 = x * x + y * y := by
    intro x y
    rw [← inner_self_eq_norm_sq (𝕜 := ℂ), hin]
    exact Complex.ofReal_re _
  refine ⟨fun t => superpose e f (-Real.sin (L * t) * L) (Real.cos (L * t) * L),
    ?_, ?_, ?_, ?_⟩
  · intro t
    have hl : HasDerivAt (fun s => L * s) L t :=
      ((hasDerivAt_id' t).const_mul L).congr_deriv (mul_one _)
    exact (hl.cos.ofReal_comp.smul_const e).fun_add (hl.sin.ofReal_comp.smul_const f)
  · intro t
    have h := hns (Real.cos (L * t)) (Real.sin (L * t))
    nlinarith [Real.sin_sq_add_cos_sq (L * t),
      norm_nonneg (superpose e f (Real.cos (L * t)) (Real.sin (L * t)))]
  · intro t
    have h0 : Real.cos (L * t) * (-Real.sin (L * t) * L) +
        Real.sin (L * t) * (Real.cos (L * t) * L) = 0 := by ring
    rw [quantumMetric, hns, hin, h0, Complex.ofReal_zero, norm_zero]
    linear_combination L ^ 2 * Real.sin_sq_add_cos_sq (L * t)
  · intro a b
    rw [hin, mul_sub, Real.cos_sub]
    congr 1
    ring

end

end QuantumMetricOverlap
```

```lean
#print axioms QuantumMetricOverlap.mesh_overlaps_ne_zero
#print axioms QuantumMetricOverlap.great_circle_sharp
```

```
'QuantumMetricOverlap.mesh_overlaps_ne_zero' depends on axioms: [propext, Classical.choice, Quot.sound]
'QuantumMetricOverlap.great_circle_sharp' depends on axioms: [propext, Classical.choice, Quot.sound]
```
